# Noise along a redundant basis direction can place a generalized eigenvalue at any real number

A code that accepts an overlap matrix because it is positive definite can return an energy that belongs to no state. If two basis functions are linearly dependent, the exact overlap matrix is singular, but a tiny error can make it positive definite. The solver then runs normally, and one of its eigenvalues is a ratio of errors. It can lie far below the true ground state.

## The spectrum with one redundant direction

Let $H$ be a real symmetric matrix and $S$ a positive semidefinite one. Suppose that the kernel of $S$ is the line spanned by a unit vector $v$, and that $Hv=0$. Then $\det(H-zS)=0$ for every real $z$, so the clean determinant singles out no energy.

Now take real $\mu$ and $\varepsilon>0$, and replace the two matrices by
$$H+\varepsilon\mu\,vv^T,\qquad S+\varepsilon\,vv^T .$$
The new overlap is positive definite. The real eigenvalues of the new pencil are $\mu$ and the physical ones, meaning those $z$ for which $Hx=zSx$ has a nonzero solution $x$ orthogonal to $v$. For a prescribed $\mu$, the entries of both errors can be made as small as desired.

For example, let the basis functions be $4\varphi$ and $3\varphi$, with $\varphi$ a normalized orbital of energy $e=-0.5$. Then
$$S=\begin{pmatrix}16&12\\12&9\end{pmatrix},\qquad H=eS,\qquad v=(3/5,-4/5).$$
With $\varepsilon=10^{-12}$ and $\mu=-100$, no entry of either matrix changes by more than $10^{-10}$, yet the eigenvalues are $-0.5$ and $-100$.

## Where a code meets this

Electronic-structure codes with non-orthogonal basis functions solve $Hx=zSx$, often by a Cholesky factorization of $S$. In this finite model with one exact redundancy, positive definiteness of the computed overlap says nothing about whether the lowest eigenvalue is physical. Removing overlap eigenvectors with very small eigenvalues before the solve takes out the direction $v$, and the ghost with it.

## Derivation by projection on the redundant direction

For any matrix $A$, vector $x$ and real $t$,
$$(A+t\,vv^T)x=Ax+t(v\cdot x)\,v .$$

**Positive overlap.** For $x\neq0$,
$$x^T(S+\varepsilon vv^T)x=x^TSx+\varepsilon(v\cdot x)^2 .$$
Both terms are nonnegative. If $v\cdot x\neq0$, the second is positive. If $v\cdot x=0$, the first must be positive: $x^TSx=0$ would give $Sx=0$ because $S$ is positive semidefinite, hence $x=cv$ for some real $c$. Then $c=v\cdot x=0$ and $x=0$, a contradiction.

**Eigenvalues.** The noisy equation is
$$Hx+\varepsilon\mu(v\cdot x)v=z\,[Sx+\varepsilon(v\cdot x)v].$$
Take the scalar product with $v$. By symmetry, $v\cdot Hx=(Hv)\cdot x=0$ and $v\cdot Sx=(Sv)\cdot x=0$, which leaves
$$\varepsilon(z-\mu)(v\cdot x)=0 .$$
So either $z=\mu$, or $v\cdot x=0$. In the second case the noise terms vanish and $Hx=zSx$.

Conversely, $x=v$ gives $\varepsilon\mu v$ on both sides when $z=\mu$, so $\mu$ is an eigenvalue. A solution of the clean equation orthogonal to $v$ does not feel the noise, so it solves the noisy equation too.

**Determinant.** Put $A=H-zS$, so that $Av=0$. The noisy difference is $A+t\,vv^T$ with $t=\varepsilon(\mu-z)$. Since $(A+vv^T)v=v$,
$$(A+vv^T)\bigl(1+(t-1)vv^T\bigr)=A+vv^T+(t-1)vv^T=A+t\,vv^T .$$
The second factor on the left has determinant $1+(t-1)\,v\cdot v=t$. Hence the noisy characteristic determinant is
$$\varepsilon(\mu-z)\,\det(H-zS+vv^T).$$
At $\varepsilon=0$ this is the vanishing determinant of the clean pencil.

**Size of the errors.** Each $v_i^2\le1$, so $|v_iv_j|\le(v_i^2+v_j^2)/2\le1$. Given $\delta>0$, choose $\varepsilon=\delta/(2(1+|\mu|))$. Then $\varepsilon$ and $\varepsilon|\mu|$ are both at most $\delta/2$, and every entry of both errors is below $\delta$.

## The Lean file

```lean
import Mathlib

open Matrix

namespace OvercompleteBasisGhosts

variable {n : Type*} [Fintype n]

/-- The matrices `H` and `S` of an overcomplete basis with one redundancy: `H` is symmetric, `S` is
positive semidefinite, its kernel is the line of the unit vector `v`, and `H v = 0`. -/
structure RedundantBasis (H S : Matrix n n ℝ) (v : n → ℝ) : Prop where
  H_symm : Hᵀ = H
  S_psd : S.PosSemidef
  unit : v ⬝ᵥ v = 1
  S_ker : ∀ x, S *ᵥ x = 0 ↔ ∃ c : ℝ, x = c • v
  H_null : H *ᵥ v = 0

/-- The matrix `A` with noise of strength `t` along the direction `v`: `A + t v vᵀ`. -/
def addNoise (A : Matrix n n ℝ) (v : n → ℝ) (t : ℝ) : Matrix n n ℝ :=
  A + t • vecMulVec v v

/-- The number `z` is an eigenvalue of the pencil `(A, B)`: `A x = z B x` for some nonzero `x`. -/
def IsGenEigenvalue (A B : Matrix n n ℝ) (z : ℝ) : Prop :=
  ∃ x : n → ℝ, x ≠ 0 ∧ A *ᵥ x = z • (B *ᵥ x)

/-- Noise along `v` acts on a vector only through its overlap with `v`. -/
theorem addNoise_mulVec (A : Matrix n n ℝ) (v x : n → ℝ) (t : ℝ) :
    addNoise A v t *ᵥ x = A *ᵥ x + (t * (v ⬝ᵥ x)) • v := by
  ext i
  simp only [addNoise, Matrix.mulVec, dotProduct, Matrix.add_apply, Matrix.smul_apply,
    vecMulVec_apply, Pi.add_apply, Pi.smul_apply, smul_eq_mul, add_mul,
    Finset.sum_add_distrib, Finset.mul_sum, Finset.sum_mul]
  congr 1
  exact Finset.sum_congr rfl fun j _ => by ring

/-- A symmetric matrix that annihilates `v` maps every vector into the orthogonal complement
of `v`. -/
theorem dot_mulVec_eq_zero {A : Matrix n n ℝ} {v : n → ℝ} (hA : Aᵀ = A) (hv : A *ᵥ v = 0)
    (x : n → ℝ) : v ⬝ᵥ (A *ᵥ x) = 0 := by
  rw [Matrix.dotProduct_mulVec, ← Matrix.mulVec_transpose, hA, hv, zero_dotProduct]

/-- For a basis with one redundancy `v`, noise of any strength `ε > 0` along `v` makes the overlap
matrix positive definite. -/
theorem noisy_overlap_posDef {H S : Matrix n n ℝ} {v : n → ℝ} (h : RedundantBasis H S v)
    {ε : ℝ} (hε : 0 < ε) : (addNoise S v ε).PosDef := by
  rw [Matrix.posDef_iff_dotProduct_mulVec]
  refine ⟨Matrix.IsHermitian.ext fun i j => ?_, ?_⟩
  · have hS := h.S_psd.isHermitian.apply i j
    simp only [star_trivial] at hS
    simp only [addNoise, Matrix.add_apply, Matrix.smul_apply, vecMulVec_apply, star_trivial,
      smul_eq_mul]
    linear_combination hS
  · intro x hx
    have h0 := h.S_psd.dotProduct_mulVec_nonneg x
    have hz := h.S_psd.dotProduct_mulVec_zero_iff x
    rw [star_trivial] at h0 hz
    rw [star_trivial, addNoise_mulVec, dotProduct_add, dotProduct_smul, smul_eq_mul,
      dotProduct_comm x v]
    by_cases hvx : v ⬝ᵥ x = 0
    · -- without overlap with `v`, the vector lies outside the kernel of `S`
      have hne : x ⬝ᵥ (S *ᵥ x) ≠ 0 := by
        intro h1
        obtain ⟨c, hc⟩ := (h.S_ker x).1 (hz.1 h1)
        rw [hc, dotProduct_smul, h.unit, smul_eq_mul, mul_one] at hvx
        exact hx (by rw [hc, hvx, zero_smul])
      have hpos := lt_of_le_of_ne h0 (Ne.symm hne)
      rw [hvx]
      linarith
    · have hpos := mul_pos hε (mul_self_pos.mpr hvx)
      rw [mul_assoc]
      linarith

/-- **Noise creates ghosts.** For a basis with one redundancy `v`, any real `μ` and any `ε > 0`, the
noisy overlap is positive definite, and the real eigenvalues of the noisy pencil are `μ` and those
of the original pencil that have an eigenvector orthogonal to `v`. -/
theorem noise_creates_ghost {H S : Matrix n n ℝ} {v : n → ℝ} (h : RedundantBasis H S v)
    (μ : ℝ) {ε : ℝ} (hε : 0 < ε) :
    (addNoise S v ε).PosDef ∧
    ∀ z : ℝ, IsGenEigenvalue (addNoise H v (ε * μ)) (addNoise S v ε) z ↔
      z = μ ∨ ∃ x : n → ℝ, x ≠ 0 ∧ v ⬝ᵥ x = 0 ∧ H *ᵥ x = z • (S *ᵥ x) := by
  have hSv : S *ᵥ v = 0 := (h.S_ker v).2 ⟨1, (one_smul ℝ v).symm⟩
  have hSt : Sᵀ = S := by
    ext i j
    simpa only [star_trivial, Matrix.transpose_apply] using h.S_psd.isHermitian.apply i j
  refine ⟨noisy_overlap_posDef h hε, fun z => ⟨?_, ?_⟩⟩
  · rintro ⟨x, hx, he⟩
    rw [addNoise_mulVec, addNoise_mulVec] at he
    -- project the eigenvalue equation on the redundant direction
    have hp := congrArg (fun y => v ⬝ᵥ y) he
    simp only [dotProduct_add, dotProduct_smul, smul_eq_mul, h.unit,
      dot_mulVec_eq_zero h.H_symm h.H_null, dot_mulVec_eq_zero hSt hSv] at hp
    have hprod : ε * ((z - μ) * (v ⬝ᵥ x)) = 0 := by linear_combination -hp
    rcases mul_eq_zero.1 ((mul_eq_zero.1 hprod).resolve_left hε.ne') with h1 | h1
    · exact Or.inl (sub_eq_zero.1 h1)
    · refine Or.inr ⟨x, hx, h1, ?_⟩
      simpa only [h1, mul_zero, zero_smul, add_zero] using he
  · rintro (hz | ⟨x, hx, hvx, he⟩)
    · -- the ghost state is the redundant direction itself
      refine ⟨v, ?_, ?_⟩
      · intro hv
        have hu := h.unit
        rw [hv, zero_dotProduct] at hu
        exact zero_ne_one hu
      · rw [addNoise_mulVec, addNoise_mulVec, h.H_null, hSv, h.unit, hz]
        module
    · refine ⟨x, hx, ?_⟩
      rw [addNoise_mulVec, addNoise_mulVec, hvx, he]
      module

/-- If `A` annihilates the unit vector `v`, then the determinant of `A + t v vᵀ` is proportional
to `t`. -/
theorem det_addNoise [DecidableEq n] {A : Matrix n n ℝ} {v : n → ℝ} (hA : A *ᵥ v = 0)
    (hv : v ⬝ᵥ v = 1) (t : ℝ) : (addNoise A v t).det = t * (addNoise A v 1).det := by
  have key : ∀ (B : Matrix n n ℝ) (w : n → ℝ),
      B * vecMulVec w v = vecMulVec (B *ᵥ w) v := by
    intro B w
    ext i j
    simp only [Matrix.mul_apply, vecMulVec_apply, Matrix.mulVec, dotProduct, Finset.sum_mul,
      mul_assoc]
  -- split off a factor that only rescales the direction `v`
  have hfac : addNoise A v t = addNoise A v 1 * (1 + vecMulVec ((t - 1) • v) v) := by
    rw [mul_add, mul_one, key, Matrix.mulVec_smul, addNoise_mulVec, hA, hv]
    ext i j
    simp only [addNoise, Matrix.add_apply, Matrix.smul_apply, vecMulVec_apply, Pi.smul_apply,
      Pi.add_apply, Pi.zero_apply, smul_eq_mul]
    ring
  rw [hfac, Matrix.det_mul, Matrix.vecMulVec_eq Unit,
    Matrix.det_one_add_replicateCol_mul_replicateRow, dotProduct_smul, hv, smul_eq_mul]
  ring

/-- For a basis with one redundancy `v`, the characteristic determinant of the noisy pencil is
`ε (μ - z)` times a factor that depends on neither `ε` nor `μ`. -/
theorem noisy_characteristic_det [DecidableEq n] {H S : Matrix n n ℝ} {v : n → ℝ}
    (h : RedundantBasis H S v) (ε μ z : ℝ) :
    (addNoise H v (ε * μ) - z • addNoise S v ε).det =
      ε * (μ - z) * (addNoise (H - z • S) v 1).det := by
  have hSv : S *ᵥ v = 0 := (h.S_ker v).2 ⟨1, (one_smul ℝ v).symm⟩
  have hA : (H - z • S) *ᵥ v = 0 := by
    have h1 : (H - z • S) *ᵥ v = H *ᵥ v - z • (S *ᵥ v) := by
      ext i
      simp only [Matrix.mulVec, dotProduct, Matrix.sub_apply, Matrix.smul_apply, Pi.sub_apply,
        Pi.smul_apply, smul_eq_mul, sub_mul, Finset.sum_sub_distrib, Finset.mul_sum, mul_assoc]
    rw [h1, h.H_null, hSv, smul_zero, sub_zero]
  rw [← det_addNoise hA h.unit]
  congr 1
  unfold addNoise
  module

/-- For a basis with one redundancy, any real `μ` becomes an eigenvalue under suitable symmetric
errors in `H` and `S` with all entries below any given `δ > 0`, with a positive definite overlap. -/
theorem ghost_from_tiny_noise {H S : Matrix n n ℝ} {v : n → ℝ} (h : RedundantBasis H S v)
    (μ : ℝ) {δ : ℝ} (hδ : 0 < δ) :
    ∃ E F : Matrix n n ℝ, E.IsSymm ∧ F.IsSymm ∧ (∀ i j, |E i j| < δ ∧ |F i j| < δ) ∧
      (S + F).PosDef ∧ IsGenEigenvalue (H + E) (S + F) μ := by
  have hμ := abs_nonneg μ
  obtain ⟨ε, hε, hεδ⟩ : ∃ ε : ℝ, 0 < ε ∧ ε * (1 + |μ|) = δ / 2 :=
    ⟨δ / 2 / (1 + |μ|), by positivity, div_mul_cancel₀ _ (by positivity)⟩
  have hv : ∀ i, v i * v i ≤ 1 := by
    intro i
    rw [← h.unit]
    exact Finset.single_le_sum (f := fun k => v k * v k)
      (fun k _ => mul_self_nonneg (v k)) (Finset.mem_univ i)
  have hw : ∀ i j, |v i * v j| ≤ 1 := fun i j => abs_le.mpr
    ⟨by nlinarith [sq_nonneg (v i + v j), hv i, hv j],
      by nlinarith [sq_nonneg (v i - v j), hv i, hv j]⟩
  have hsymm : ∀ t : ℝ, (t • vecMulVec v v).IsSymm := fun t => Matrix.IsSymm.ext fun i j => by
    simp only [Matrix.smul_apply, vecMulVec_apply, smul_eq_mul]
    ring
  obtain ⟨hpd, hspec⟩ := noise_creates_ghost h μ hε
  refine ⟨(ε * μ) • vecMulVec v v, ε • vecMulVec v v, hsymm _, hsymm _, fun i j => ?_,
    hpd, (hspec μ).2 (Or.inl rfl)⟩
  have hεμ := mul_nonneg hε.le hμ
  have h1 := mul_le_mul_of_nonneg_left (hw i j) hεμ
  have h2 := mul_le_mul_of_nonneg_left (hw i j) hε.le
  simp only [Matrix.smul_apply, vecMulVec_apply, smul_eq_mul]
  constructor
  · rw [abs_mul (ε * μ), abs_mul ε μ, abs_of_pos hε]
    linarith
  · rw [abs_mul ε, abs_of_pos hε]
    linarith

/-- Two basis functions equal to 4 and 3 times one normalized orbital of energy `e` form a basis
with one redundancy, along `(3/5, -4/5)`. -/
theorem redundantBasis_witness (e : ℝ) :
    RedundantBasis !![16 * e, 12 * e; 12 * e, 9 * e] !![16, 12; 12, 9] ![3 / 5, -4 / 5] where
  H_symm := by
    ext i j
    fin_cases i <;> fin_cases j <;> rfl
  S_psd := by
    rw [Matrix.posSemidef_iff_dotProduct_mulVec]
    refine ⟨Matrix.IsHermitian.ext fun i j => by fin_cases i <;> fin_cases j <;> simp, ?_⟩
    intro x
    have hsq : star x ⬝ᵥ (!![16, 12; 12, 9] *ᵥ x) = (4 * x 0 + 3 * x 1) ^ 2 := by
      simp [Matrix.mulVec, dotProduct, Fin.sum_univ_two]
      ring
    rw [hsq]
    positivity
  unit := by norm_num [dotProduct, Fin.sum_univ_two]
  S_ker := by
    intro x
    constructor
    · intro hx
      have h0 := congrFun hx 0
      simp [Matrix.mulVec, dotProduct, Fin.sum_univ_two] at h0
      refine ⟨5 / 3 * x 0, ?_⟩
      funext i
      fin_cases i
      · change x 0 = 5 / 3 * x 0 * (3 / 5)
        ring
      · change x 1 = 5 / 3 * x 0 * (-4 / 5)
        linarith
    · rintro ⟨c, rfl⟩
      have hv : !![16, 12; 12, 9] *ᵥ ![3 / 5, -4 / 5] = (0 : Fin 2 → ℝ) := by
        ext i
        fin_cases i <;> norm_num [Matrix.mulVec, dotProduct, Fin.sum_univ_two]
      rw [Matrix.mulVec_smul, hv, smul_zero]
  H_null := by
    ext i
    fin_cases i <;> simp [Matrix.mulVec, dotProduct, Fin.sum_univ_two] <;> ring

end OvercompleteBasisGhosts
```

```lean
#print axioms OvercompleteBasisGhosts.noise_creates_ghost
-- 'OvercompleteBasisGhosts.noise_creates_ghost' depends on axioms: [propext, Classical.choice, Quot.sound]
#print axioms OvercompleteBasisGhosts.noisy_characteristic_det
-- 'OvercompleteBasisGhosts.noisy_characteristic_det' depends on axioms: [propext, Classical.choice, Quot.sound]
#print axioms OvercompleteBasisGhosts.ghost_from_tiny_noise
-- 'OvercompleteBasisGhosts.ghost_from_tiny_noise' depends on axioms: [propext, Classical.choice, Quot.sound]
```

## What the Lean statements say

The finite type `n` labels the basis functions, and all matrices and vectors are real. `RedundantBasis H S v` collects the assumptions. `S_psd` includes the symmetry of $S$, and `S_ker` says that $Sx=0$ exactly when $x$ is a multiple of $v$: there is one redundancy and no more. `H_null` is $Hv=0$. Physically, the combination of basis functions with coefficients $v$ is the zero function, so its exact Hamiltonian matrix elements vanish. The file assumes this condition and does not derive it from integrals.

`addNoise A v t` is $A+t\,vv^T$. `IsGenEigenvalue A B z` asks for a nonzero $x$ with $Ax=zBx$. By this definition every real $z$ is an eigenvalue of the clean pencil, with $x=v$. That is why the physical eigenvalues in `noise_creates_ghost` carry the condition `v ⬝ᵥ x = 0`.

`noisy_characteristic_det` holds for all real `ε`, including zero. `ghost_from_tiny_noise` provides symmetric errors `E` and `F` with all entries below `δ`, a positive definite `S + F`, and the eigenvalue `μ`.

## How the lemmas match the steps

- `addNoise_mulVec` is the action on a vector, and `dot_mulVec_eq_zero` is the symmetry argument used in the projection.
- `noisy_overlap_posDef` splits on whether `v ⬝ᵥ x = 0`, as in the positivity step.
- `noise_creates_ghost` applies the scalar product with `v` through `congrArg`. `linear_combination` turns the result into a vanishing product, and `mul_eq_zero` separates the cases. For the converse, `module` checks the vector identities.
- `det_addNoise` proves the factorization as `hfac` and evaluates the second factor with Mathlib's determinant formula for a rank-one update of the identity. `noisy_characteristic_det` applies this to $H-zS$.
- `ghost_from_tiny_noise` gets $|v_iv_j|\le1$ from `nlinarith` and uses the $\varepsilon$ chosen above.
- `redundantBasis_witness` verifies the assumptions for the two-function example at any energy `e`. The overlap form there is $(4x_0+3x_1)^2$.

## One exact redundancy, noise in one direction

The guarantee is that suitable small errors produce any chosen ghost. It does not say that the rounding errors of a given program have this form, or how likely a particular $\mu$ is. The spectral statement gives the set of real eigenvalues without multiplicities, so $\mu$ may coincide with a physical energy. Nearly dependent functions, whose overlap matrix is small but nonzero along $v$, do not satisfy `RedundantBasis`, and neither do bases with several redundancies. The arithmetic of the solver itself is not modelled.

The noise could also have been modelled as general symmetric errors $\tau E$ and $\tau F$, with $v^TFv>0$ and $\tau\to0^+$. These would couple $v$ to the other directions, so the physical eigenvalues could shift as well. The exact description of the spectrum would give way to a limit, in which one eigenvalue tends to $v^TEv/v^TFv$. That version, which the file does not treat, is closer to real rounding errors and shows the ghost as a ratio of two of them.
